# Factorising the determinant of a Bethe-Salpeter ladder whose kernel includes boson exchange

In a finite matrix model over a field, the kernel that scatters fermion pairs is a sum `M + a * U * b`, whose second term passes through a boson space by way of the couplings `a` and `b`. The lemma says that, if 1 − MX has nonzero determinant, then det(1 − (M + aUb)X) = det(1 − MX) · det(1 − UP), where X is the pair propagator. Here P = b(X + XTX)a is the boson polarization, and T = (1 − MX)⁻¹M is the ladder resummation of M alone. The attempt uses the Bethe-Salpeter equation for T to factor the matrix 1 − (M + aUb)X, and takes determinants. It then means to carry the second determinant over to the boson space by the identity det(1 − AB) = det(1 − BA).

The first attempt, which Lean rejects:

```lean
import Mathlib

open Matrix

namespace DetFactorization

noncomputable section

variable {𝕜 n β : Type*} [Field 𝕜] [Fintype n] [DecidableEq n] [Fintype β] [DecidableEq β]

/-- The ladder resummation `(1 - K X)⁻¹ K` of an interaction `K` with a propagator `X`,
meant for `1 - K X` invertible. -/
def resum (K X : Matrix n n 𝕜) : Matrix n n 𝕜 := (1 - K * X)⁻¹ * K

/-- The boson polarization `b (X + X T X) a`: a fermion pair created by the coupling `a`
propagates freely or scatters through the vertex `T`, and is absorbed by the coupling `b`. -/
def polarization (X T : Matrix n n 𝕜) (a : Matrix n β 𝕜) (b : Matrix β n 𝕜) :
    Matrix β β 𝕜 := b * (X + X * T * X) * a

/-- If `1 - K X` has nonzero determinant, the resummed ladder solves the Bethe-Salpeter
equation `F = K + K X F`. -/
theorem resum_eq (K X : Matrix n n 𝕜) (h : (1 - K * X).det ≠ 0) :
    resum K X = K + K * X * resum K X := by
  have hN := Matrix.mul_nonsing_inv (1 - K * X) (isUnit_iff_ne_zero.mpr h)
  unfold resum
  generalize (1 - K * X)⁻¹ = N at hN ⊢
  linear_combination (norm := noncomm_ring) hN * K

/-- If `1 - M X` has nonzero determinant, the determinant of `1 - K X` for the full kernel
`K = M + a U b` is that of `1 - M X` times that of `1 - U P`, with `P` the polarization. -/
theorem det_factorization (M X : Matrix n n 𝕜) (a : Matrix n β 𝕜) (b : Matrix β n 𝕜)
    (U : Matrix β β 𝕜) (hM : (1 - M * X).det ≠ 0) :
    (1 - (M + a * U * b) * X).det =
      (1 - M * X).det * (1 - U * polarization X (resum M X) a b).det := by
  have hT := resum_eq M X hM
  generalize resum M X = T at hT ⊢
  have hf : ∀ R : Matrix n n 𝕜,
      1 - (M + R) * X = (1 - M * X) * (1 - (1 + T * X) * (R * X)) := by
    intro R
    linear_combination (norm := noncomm_ring) hT * (X * R * X)
  have h1 : (1 + T * X) * (a * U * b * X) = ((1 + T * X) * a) * (U * b * X) := by
    simp only [Matrix.mul_assoc]
  have h2 : U * b * X * ((1 + T * X) * a) = U * polarization X T a b := by
    simp only [polarization, Matrix.mul_add, Matrix.add_mul, Matrix.mul_assoc, Matrix.one_mul]
  -- move the determinant from fermion-pair space to boson space
  rw [hf, Matrix.det_mul, h1, Matrix.det_one_sub_mul_comm, h2]

end

end DetFactorization
```

Compiling this gives:

```
Main.lean:46:59: error: Tactic `rewrite` failed: Did not find an occurrence of the pattern
  U * b * X * ((1 + T * X) * a)
in the target expression
  (1 - X * M).det * (1 - (1 + T * X) * a * (U * b * X)).det = (1 - X * M).det * (1 - U * polarization X T a b).det

𝕜 : Type u_1
n : Type u_2
β : Type u_3
inst✝⁴ : Field 𝕜
inst✝³ : Fintype n
inst✝² : DecidableEq n
inst✝¹ : Fintype β
inst✝ : DecidableEq β
M X : Matrix n n 𝕜
a : Matrix n β 𝕜
b : Matrix β n 𝕜
U : Matrix β β 𝕜
hM : (1 - M * X).det ≠ 0
T : Matrix n n 𝕜
hT : T = M + M * X * T
hf : ∀ (R : Matrix n n 𝕜), 1 - (M + R) * X = (1 - M * X) * (1 - (1 + T * X) * (R * X))
h1 : (1 + T * X) * (a * U * b * X) = (1 + T * X) * a * (U * b * X)
h2 : U * b * X * ((1 + T * X) * a) = U * polarization X T a b
⊢ (1 - X * M).det * (1 - (1 + T * X) * a * (U * b * X)).det = (1 - X * M).det * (1 - U * polarization X T a b).det
```

After these edits no error is left:

```diff
@@ -44,5 +44,6 @@
     simp only [polarization, Matrix.mul_add, Matrix.add_mul, Matrix.mul_assoc, Matrix.one_mul]
   -- move the determinant from fermion-pair space to boson space
-  rw [hf, Matrix.det_mul, h1, Matrix.det_one_sub_mul_comm, h2]
+  rw [hf, Matrix.det_mul, h1,
+    Matrix.det_one_sub_mul_comm ((1 + T * X) * a) (U * b * X), h2]
 
 end
```

Cause. The error is reported at `h2`, but the step that went wrong is the one before it. `Matrix.det_one_sub_mul_comm` was given without arguments, so `rw` was free to choose the matrices, and it settled on the first determinant that fitted, `(1 - M * X).det`. It rewrote this on both sides of the equation, which is why the goal in the message shows `(1 - X * M).det` twice. That is a true step but a useless one, and the determinant that was meant to change still contains `(1 + T * X) * a * (U * b * X)`. The left side of `h2` is the product in the opposite order, `U * b * X * ((1 + T * X) * a)`, so Lean finds no occurrence of it.

The repair names the two factors, `(1 + T * X) * a` and `U * b * X`. The lemma can then match only the second determinant, and swapping its factors yields the very product that `h2` turns into `U * polarization X T a b`. The two sides are then identical, and `rw` closes the goal. The new line break is mere layout.
